# The least worst-case error of an unbiased linear slab fit is set by the thinnest and thickest slabs

Take n + 2 slabs of the same material that differ only in thickness, with n ≥ 0 and thicknesses 0 < N_0 < N_1 < … < N_{n+1}, counted in layers but allowed to be any real numbers. Write L = n + 1 for the last index and D = N_L − N_0 > 0. The slab energies are assumed to be exactly linear in the thickness:

E_i = s + e N_i

Here e is the bulk energy per layer and s is the surface intercept. For a symmetric slab, s is the surface energy of both faces together. A linear estimate of s is a sum ∑ w_i E_i with fixed real weights w_i. It is unbiased if it returns s for every choice of e and s. Its noise amplification is A(w) = ∑ |w_i|, and the thickness ratio is

R = (N_L + N_0) / (N_L − N_0).

The claim is that every unbiased w has A(w) ≥ R, with equality for exactly one set of weights, which uses only the thinnest and the thickest slab. For slab calculations of surface energies, this means that if each energy may deviate from the linear model by up to ε, no unbiased linear estimate can guarantee an error in s below ε R.

## From moment conditions to the optimal weights

Inserting the model gives

∑ w_i (s + e N_i) = s ∑ w_i + e ∑ w_i N_i.

This equals s for all e and s exactly when ∑ w_i = 1 and ∑ w_i N_i = 0; the choices (e, s) = (0, 1) and (1, 0) show necessity.

Now let each energy carry an error δ_i with |δ_i| ≤ ε, where ε ≥ 0. The error of an unbiased estimate is ∑ w_i δ_i, and

|∑ w_i δ_i| ≤ ∑ |w_i| |δ_i| ≤ ε A(w).

Equality occurs for δ_i = ε where w_i ≥ 0 and δ_i = −ε elsewhere, so ε A(w) is the worst-case error.

For the lower bound, consider the test line

t_i = (N_L + N_0 − 2N_i) / D.

It falls from 1 at the thinnest slab to −1 at the thickest, so |t_i| ≤ 1. It is also a slab energy, with slope −2/D and intercept R. An unbiased estimate must return that intercept:

R = ∑ w_i t_i ≤ ∑ |w_i| |t_i| ≤ A(w).

The bound is attained by w_0 = N_L/D, w_L = −N_0/D and all other weights zero. Their sum is (N_L − N_0)/D = 1, their first moment is (N_L N_0 − N_0 N_L)/D = 0, and since N_0 > 0 their absolute values add up to R.

Conversely, suppose A(w) = R. Then ∑ (|w_i| − w_i t_i) = 0 with no negative term, so every term vanishes. At an intermediate slab |t_i| < 1, and a nonzero w_i would give w_i t_i < |w_i|; hence w_i = 0 there. What remains is

w_0 + w_L = 1,  w_0 N_0 + w_L N_L = 0.

N_L times the first equation minus the second gives w_0 D = N_L. The second minus N_0 times the first gives w_L D = −N_0.

## Slabs of 4, 6 and 8 layers

Here D = 4 and R = 12/4 = 3. The optimal weights are (2, 0, −1), and the test line takes the values 1, 0, −1. Ordinary least squares has intercept weights (11/6, 1/3, −7/6), with amplification 10/3. Errors of up to 1 meV per slab energy can therefore shift the intercept by 3 meV in the first case and by about 3.33 meV in the second.

## Reading the amplification off a fitting routine

Total energies calculated for several thicknesses can be fitted by a line, for example with `numpy.polyfit(N, E, 1)`, whose second returned number is the intercept. Replacing `E` by the vector with 1 at slab i and 0 elsewhere returns w_i, and the absolute values add up to A(w). The criterion matters: for independent random errors of equal variance, least squares has the smallest variance among unbiased linear estimates. A two-slab line also passes exactly through the two energies that define it, so a departure from linearity can show up only when further slabs are compared with the line.

## Energies, weights and thicknesses in Lean

The index type `Fin (n + 2)` guarantees at least two slabs; index `0` is the thinnest and `Fin.last (n + 1)` the thickest once `N` is assumed strictly increasing.

```lean
import Mathlib

open Finset

namespace SlabFitWorstCase

noncomputable section

variable {n : ℕ}
```

The model energy and the estimate are the formulas above. `Unbiased` quantifies over all real `e` and `s`, so it describes the fit and not one particular material.

```lean
/-- Energy of a slab of thickness `x`, with bulk energy `e` per layer and surface
intercept `s`. -/
def slabEnergy (e s x : ℝ) : ℝ := s + e * x

/-- The linear estimate of the intercept from slab energies `E` with weights `w`. -/
def interceptEstimate (w E : Fin (n + 2) → ℝ) : ℝ := ∑ i, w i * E i

/-- The weights recover the intercept exactly from noiseless slab energies. -/
def Unbiased (N w : Fin (n + 2) → ℝ) : Prop :=
  ∀ e s : ℝ, interceptEstimate w (fun i => slabEnergy e s (N i)) = s
```

Next come A(w), R, the two-slab weights and the test line t_i.

```lean
/-- The noise amplification: the sum of the absolute weights. -/
def amplification (w : Fin (n + 2) → ℝ) : ℝ := ∑ i, |w i|

/-- Sum of the last and the first thickness divided by the last minus the first. -/
def thicknessRatio (N : Fin (n + 2) → ℝ) : ℝ :=
  (N (Fin.last (n + 1)) + N 0) / (N (Fin.last (n + 1)) - N 0)

/-- The intercept weights of the straight line through the first and the last slab, if their
thicknesses differ. -/
def twoSlabWeights (N : Fin (n + 2) → ℝ) (i : Fin (n + 2)) : ℝ :=
  if i = 0 then N (Fin.last (n + 1)) / (N (Fin.last (n + 1)) - N 0)
  else if i = Fin.last (n + 1) then -N 0 / (N (Fin.last (n + 1)) - N 0)
  else 0

/-- The line in the thickness that is `1` at the first and `-1` at the last slab, if their
thicknesses differ. -/
def testLine (N : Fin (n + 2) → ℝ) (i : Fin (n + 2)) : ℝ :=
  (N (Fin.last (n + 1)) + N 0 - 2 * N i) / (N (Fin.last (n + 1)) - N 0)
```

The auxiliary lemmas state that D > 0, that a sum whose intermediate terms vanish reduces to its two end terms, and what the two-slab weights are at each index.

```lean
private lemma zero_lt_last' : (0 : Fin (n + 2)) < Fin.last (n + 1) := by
  simp [Fin.lt_def]

private lemma gap_pos {N : Fin (n + 2) → ℝ} (hN : StrictMono N) :
    0 < N (Fin.last (n + 1)) - N 0 := sub_pos.mpr (hN zero_lt_last')

private lemma sum_ends (f : Fin (n + 2) → ℝ)
    (h : ∀ i, i ≠ 0 → i ≠ Fin.last (n + 1) → f i = 0) :
    ∑ i, f i = f 0 + f (Fin.last (n + 1)) :=
  Fintype.sum_eq_add _ _ zero_lt_last'.ne (fun i hi => h i hi.1 hi.2)

private lemma twoSlab_zero (N : Fin (n + 2) → ℝ) :
    twoSlabWeights N 0 = N (Fin.last (n + 1)) / (N (Fin.last (n + 1)) - N 0) := by
  unfold twoSlabWeights
  rw [if_pos rfl]

private lemma twoSlab_last (N : Fin (n + 2) → ℝ) :
    twoSlabWeights N (Fin.last (n + 1)) = -N 0 / (N (Fin.last (n + 1)) - N 0) := by
  unfold twoSlabWeights
  rw [if_neg zero_lt_last'.ne', if_pos rfl]

private lemma twoSlab_mid (N : Fin (n + 2) → ℝ) (i : Fin (n + 2)) (h0 : i ≠ 0)
    (hl : i ≠ Fin.last (n + 1)) : twoSlabWeights N i = 0 := by
  unfold twoSlabWeights
  rw [if_neg h0, if_neg hl]
```

## Unbiasedness and the worst-case error

The forward direction inserts the two choices of (e, s); the reverse direction splits the sum into its s and e parts.

```lean
/-- Weights recover every intercept exactly if and only if they sum to one and
their first moment in the thickness vanishes. -/
theorem unbiased_iff (N w : Fin (n + 2) → ℝ) :
    Unbiased N w ↔ ∑ i, w i = 1 ∧ ∑ i, w i * N i = 0 := by
  constructor
  · intro h
    exact ⟨by simpa [interceptEstimate, slabEnergy] using h 0 1,
      by simpa [interceptEstimate, slabEnergy] using h 1 0⟩
  · rintro ⟨h1, h2⟩ e s
    have h : interceptEstimate w (fun i => slabEnergy e s (N i))
        = s * ∑ i, w i + e * ∑ i, w i * N i := by
      unfold interceptEstimate slabEnergy
      rw [mul_sum, mul_sum, ← sum_add_distrib]
      exact sum_congr rfl (fun i _ => by ring)
    rw [h, h1, h2]
    ring
```

`IsGreatest` says that ε A(w) is both an achievable error and an upper bound on all of them. In the proof, `key` reduces the error to ∑ w_i δ_i. The first half then supplies the sign-aligned noise, and the second uses the triangle inequality. The thicknesses need not be ordered or positive here.

```lean
/-- If each slab energy has an error of at most `ε`, the largest possible error of an
unbiased intercept estimate is `ε` times the noise amplification. -/
theorem worst_case_error {N w : Fin (n + 2) → ℝ} (hw : Unbiased N w)
    {ε : ℝ} (hε : 0 ≤ ε) (e s : ℝ) :
    IsGreatest {r | ∃ δ : Fin (n + 2) → ℝ, (∀ i, |δ i| ≤ ε) ∧
      r = |interceptEstimate w (fun i => slabEnergy e s (N i) + δ i) - s|}
      (ε * amplification w) := by
  -- only the noise survives in the error of the estimate
  have key : ∀ δ : Fin (n + 2) → ℝ,
      interceptEstimate w (fun i => slabEnergy e s (N i) + δ i) - s = ∑ i, w i * δ i := by
    intro δ
    have h := hw e s
    unfold interceptEstimate at h ⊢
    simp only [mul_add, sum_add_distrib]
    linarith
  constructor
  · -- noise whose signs follow the weights adds up coherently
    refine ⟨fun i => if 0 ≤ w i then ε else -ε, fun i => ?_, ?_⟩
    · dsimp only
      split_ifs
      · rw [abs_of_nonneg hε]
      · rw [abs_neg, abs_of_nonneg hε]
    · rw [key]
      have h : ∑ i, w i * (if 0 ≤ w i then ε else -ε) = ε * amplification w := by
        unfold amplification
        rw [mul_sum]
        refine sum_congr rfl (fun i _ => ?_)
        split_ifs with hi
        · rw [abs_of_nonneg hi]; ring
        · rw [abs_of_neg (not_le.mp hi)]; ring
      have hA : 0 ≤ amplification w := sum_nonneg fun i _ => abs_nonneg (w i)
      rw [h, abs_of_nonneg (mul_nonneg hε hA)]
  · rintro r ⟨δ, hδ, rfl⟩
    rw [key]
    unfold amplification
    rw [mul_sum]
    refine (abs_sum_le_sum_abs _ _).trans (sum_le_sum fun i _ => ?_)
    rw [abs_mul, mul_comm]
    exact mul_le_mul_of_nonneg_right (hδ i) (abs_nonneg _)
```

## The test line fixes the minimum

These three results give |t_i| ≤ 1, the identity ∑ w_i t_i = R, and the termwise inequality w_i t_i ≤ |w_i|.

```lean
/-- On every slab the test line has absolute value at most one. -/
theorem abs_testLine_le_one {N : Fin (n + 2) → ℝ} (hN : StrictMono N) (i : Fin (n + 2)) :
    |testLine N i| ≤ 1 := by
  have hg := gap_pos hN
  have h0 := hN.monotone (Fin.zero_le i)
  have hl := hN.monotone (Fin.le_last i)
  rw [testLine, abs_le]
  constructor
  · rw [le_div_iff₀ hg]; linarith
  · rw [div_le_iff₀ hg]; linarith

/-- An unbiased estimate applied to the test line returns the thickness ratio. -/
theorem estimate_testLine {N w : Fin (n + 2) → ℝ} (hw : Unbiased N w) :
    interceptEstimate w (testLine N) = thicknessRatio N := by
  have h : testLine N = fun i =>
      slabEnergy (-2 / (N (Fin.last (n + 1)) - N 0)) (thicknessRatio N) (N i) := by
    funext i
    unfold testLine slabEnergy thicknessRatio
    ring
  rw [h]
  exact hw _ _

private lemma term_le {N : Fin (n + 2) → ℝ} (hN : StrictMono N) (w : Fin (n + 2) → ℝ)
    (i : Fin (n + 2)) : w i * testLine N i ≤ |w i| := by
  calc w i * testLine N i ≤ |w i * testLine N i| := le_abs_self _
    _ = |w i| * |testLine N i| := abs_mul _ _
    _ ≤ |w i| * 1 := mul_le_mul_of_nonneg_left (abs_testLine_le_one hN i) (abs_nonneg _)
    _ = |w i| := mul_one _
```

The minimum combines them. `StrictMono N` and `0 < N 0` express the ordering and positivity of the thicknesses; positivity enters when the absolute values of the two-slab weights are evaluated. The last bullet sums the termwise inequality.

```lean
/-- The smallest noise amplification of an unbiased intercept estimate is
`(N_max + N_min) / (N_max - N_min)`, and the two-slab weights attain it. -/
theorem least_amplification {N : Fin (n + 2) → ℝ} (hN : StrictMono N) (hpos : 0 < N 0) :
    (Unbiased N (twoSlabWeights N) ∧ amplification (twoSlabWeights N) = thicknessRatio N) ∧
    ∀ w, Unbiased N w → thicknessRatio N ≤ amplification w := by
  have hg := gap_pos hN
  refine ⟨⟨(unbiased_iff _ _).mpr ⟨?_, ?_⟩, ?_⟩, fun w hw => ?_⟩
  · rw [sum_ends _ (twoSlab_mid N), twoSlab_zero, twoSlab_last, ← add_div,
      ← sub_eq_add_neg, div_self hg.ne']
  · rw [sum_ends _ (fun i h0 hl => by rw [twoSlab_mid N i h0 hl, zero_mul]),
      twoSlab_zero, twoSlab_last]
    ring
  · unfold amplification thicknessRatio
    rw [sum_ends _ (fun i h0 hl => by rw [twoSlab_mid N i h0 hl, abs_zero]),
      twoSlab_zero, twoSlab_last, abs_div, abs_div, abs_neg, abs_of_pos hg,
      abs_of_pos hpos, abs_of_pos (by linarith : 0 < N (Fin.last (n + 1))), ← add_div]
  · -- compare the weights with the bounded test line
    rw [← estimate_testLine hw]
    exact sum_le_sum fun i _ => term_le hN w i
```

For uniqueness, `hterm` makes each difference |w_i| − w_i t_i zero, and `hmid` removes the intermediate weights. The two `linear_combination` steps are the eliminations that gave w_0 D and w_L D.

```lean
/-- An unbiased estimate has noise amplification `thicknessRatio N` if and only if its weights are
the two-slab weights. -/
theorem optimal_iff_twoSlab {N w : Fin (n + 2) → ℝ} (hN : StrictMono N) (hpos : 0 < N 0)
    (hw : Unbiased N w) :
    amplification w = thicknessRatio N ↔ w = twoSlabWeights N := by
  refine ⟨fun hEq => ?_, fun h => h ▸ (least_amplification hN hpos).1.2⟩
  have hg := gap_pos hN
  have hsum : ∑ i, (|w i| - w i * testLine N i) = 0 := by
    have ht := estimate_testLine hw
    unfold interceptEstimate at ht
    unfold amplification at hEq
    rw [sum_sub_distrib, ht, hEq, sub_self]
  have hterm := (sum_eq_zero_iff_of_nonneg
    (fun i _ => sub_nonneg.mpr (term_le hN w i))).mp hsum
  -- slabs of intermediate thickness carry no weight
  have hmid : ∀ i, i ≠ 0 → i ≠ Fin.last (n + 1) → w i = 0 := by
    intro i h0 hl
    have a0 : N 0 < N i := hN (lt_of_le_of_ne (Fin.zero_le i) (Ne.symm h0))
    have al : N i < N (Fin.last (n + 1)) := hN (lt_of_le_of_ne (Fin.le_last i) hl)
    have hp : |testLine N i| < 1 := by
      rw [testLine, abs_lt]
      constructor
      · rw [lt_div_iff₀ hg]; linarith
      · rw [div_lt_iff₀ hg]; linarith
    by_contra hne
    have h1 := mul_lt_of_lt_one_right (abs_pos.mpr hne) hp
    have h2 := le_abs_self (w i * testLine N i)
    rw [abs_mul] at h2
    have h3 := hterm i (mem_univ i)
    linarith
  -- the two moment conditions fix the remaining weights
  obtain ⟨h1, h2⟩ := (unbiased_iff N w).mp hw
  rw [sum_ends _ hmid] at h1
  rw [sum_ends _ (fun i h0 hl => by rw [hmid i h0 hl, zero_mul])] at h2
  funext i
  by_cases h0 : i = 0
  · rw [h0, twoSlab_zero, eq_div_iff hg.ne']
    linear_combination N (Fin.last (n + 1)) * h1 - h2
  · by_cases hl : i = Fin.last (n + 1)
    · rw [hl, twoSlab_last, eq_div_iff hg.ne']
      linear_combination h2 - N 0 * h1
    · rw [hmid i h0 hl, twoSlab_mid N i h0 hl]
```

Finally, the worst-case noise for a given `w` is combined with A(w) ≥ R. The errors δ may depend on the weights, and the statement concerns unbiased linear estimates only.

```lean
/-- For every unbiased estimate, some energy errors of size at most `ε` shift the
intercept by at least `ε (N_max + N_min) / (N_max - N_min)`. -/
theorem unavoidable_error {N w : Fin (n + 2) → ℝ} (hN : StrictMono N) (hpos : 0 < N 0)
    (hw : Unbiased N w) {ε : ℝ} (hε : 0 ≤ ε) (e s : ℝ) :
    ∃ δ : Fin (n + 2) → ℝ, (∀ i, |δ i| ≤ ε) ∧ ε * thicknessRatio N ≤
      |interceptEstimate w (fun i => slabEnergy e s (N i) + δ i) - s| := by
  obtain ⟨δ, hδ, h⟩ := (worst_case_error hw hε e s).1
  refine ⟨δ, hδ, ?_⟩
  rw [← h]
  exact mul_le_mul_of_nonneg_left ((least_amplification hN hpos).2 w hw) hε

end

end SlabFitWorstCase
```
```lean
#print axioms SlabFitWorstCase.worst_case_error
#print axioms SlabFitWorstCase.optimal_iff_twoSlab
#print axioms SlabFitWorstCase.unavoidable_error
```

```
'SlabFitWorstCase.worst_case_error' depends on axioms: [propext, Classical.choice, Quot.sound]
'SlabFitWorstCase.optimal_iff_twoSlab' depends on axioms: [propext, Classical.choice, Quot.sound]
'SlabFitWorstCase.unavoidable_error' depends on axioms: [propext, Classical.choice, Quot.sound]
```
